# For a single Lorentz-oscillator exciton line, the conductivity peaks at the exciton energy and the imaginary dielectric function peaks below it

I describe one exciton line by a damped oscillator. With exciton energy $E>0$, damping $g>0$, frequency $w>0$ and $\hbar=1$, my dielectric function is

$$\varepsilon(w)=1+\frac{1}{E^2-w^2-i g w}.$$

From it I can plot two absorption spectra: $\operatorname{Im}\varepsilon(w)$, and the real part of the optical conductivity $\sigma(w)=-iw\,(\varepsilon(w)-1)$. With a generous broadening their maxima visibly disagree, although both describe the same exciton. If I want to compare a peak position with an excitation energy from a Bethe-Salpeter calculation, which of the two should I read off? Is the agreement exact for one of them, and how far off is the other?

## The conductivity gives $E$ exactly, and the dielectric peak is red-shifted by less than $g^2/(4E)$

The model takes "exciton energy" to mean the parameter $E$, the excitation energy before damping is added, and "peak" to mean a positive frequency at which the spectrum is strictly larger than at every other positive frequency. With these meanings, $\operatorname{Re}\sigma$ peaks exactly at $E$ for every $g>0$, while $\operatorname{Im}\varepsilon$ peaks strictly below $E$.

**The two profiles.** Multiply numerator and denominator of $1/(E^2-w^2-igw)$ by the complex conjugate of the denominator. The imaginary part is

$$L(w)=\operatorname{Im}\varepsilon(w)=\frac{gw}{D(w)},\qquad D(w)=(E^2-w^2)^2+g^2w^2.$$

For any complex $z$, the real part of $-iwz$ is $w\operatorname{Im}z$, so $\operatorname{Re}\sigma(w)=wL(w)$. The extra factor $w$ moves the maximum.

**The conductivity.** At $w=E$ the first term of $D$ vanishes, and $E\,L(E)=gE^2/(g^2E^2)=1/g$. For $w\neq E$, cross-multiplication with positive denominators gives

$$\frac{gw^2}{D(w)}<\frac1g\iff g^2w^2<(E^2-w^2)^2+g^2w^2\iff 0<(E^2-w^2)^2.$$

The last inequality is true because $E^2-w^2=(E-w)(E+w)$ and neither factor is zero.

**The dielectric function.** Setting $L'(w)=0$ means $D(w)=wD'(w)$. Written out at a frequency $p$, this is

$$3p^4+(g^2-2E^2)p^2=E^4.$$

It is a quadratic equation for $p^2$ whose roots have the negative product $-E^4/3$, so exactly one root is positive:

$$p=\sqrt{\frac{2E^2-g^2+\sqrt{(2E^2-g^2)^2+12E^4}}{6}}.$$

To see that $p$ is a global maximum, compare $L(p)$ with $L(w)$ directly. After cross-multiplication, $L(w)<L(p)$ says that $gp\,D(w)-gw\,D(p)$ is positive. Put $c=g^2-2E^2$, so that $D(w)=E^4+cw^2+w^4$. Then

$$gp\,D(w)-gw\,D(p)=g(w-p)\left[-E^4+c\,pw+pw(w^2+wp+p^2)\right].$$

Replacing $E^4$ by $3p^4+cp^2$ turns the bracket into

$$c\,p(w-p)+p(w^3+w^2p+wp^2-3p^3)=p(w-p)\left[c+3p^2+w^2+2wp\right],$$

and therefore

$$gp\,D(w)-gw\,D(p)=gp\,(w-p)^2\left[c+3p^2+w^2+2wp\right].$$

The equation for $p$ also says $c+3p^2=E^4/p^2>0$. The right-hand side is thus positive for every positive $w\neq p$.

**The size of the shift.** The same equation can be rearranged as

$$(E^2-p^2)(3p^2+E^2)=g^2p^2.$$

The right-hand side and the second factor are positive, so $p<E$. It follows that $4p^2<3p^2+E^2$, and hence

$$E^2-p^2=\frac{g^2p^2}{3p^2+E^2}<\frac{g^2}{4},\qquad E-p=\frac{E^2-p^2}{E+p}<\frac{g^2}{4E}.$$

For strong damping, completing the square gives

$$g^2p^2=E^4+2E^2p^2-3p^4=\tfrac43E^4-\tfrac13(E^2-3p^2)^2\le\tfrac43E^4.$$

So $p\le 2E^2/(\sqrt3\,g)$, and the dielectric peak is driven towards zero frequency as $g$ grows at fixed $E$.

**Numbers.** Take $E=1$ and $g=2$, a very broad line. Then $2E^2-g^2=-2$, the inner root is $\sqrt{4+12}=4$, and $p=\sqrt{(-2+4)/6}=1/\sqrt3\approx0.577$. The dielectric profile has $L(p)=9/(8\sqrt3)\approx0.650$ against $L(1)=0.5$. The conductivity has the opposite order: $pL(p)=0.375$ against $1\cdot L(1)=0.5=1/g$. In this example the strong-damping bound holds with equality. For a narrower line with $E=2$ eV and $g=0.1$ eV, the red shift is below $0.01/8$ eV, or $1.25$ meV. Its actual size is about $0.625$ meV, half the bound: for $g\ll E$ the peak $p$ is close to $E$, and the two fractions above give $E-p\approx g^2/(8E)$.

**The statement in Lean.** In the file below, `dielectric E g w` and `conductivity E g w` are the complex functions $\varepsilon(w)$ and $\sigma(w)$, with real arguments `E`, `g` and `w`. The two spectra are their `.im` and `.re` parts, so the Lorentz profile is derived and not put in as a definition. The predicate `IsUniquePeak f p` says that `p` is positive and that `f w < f p` for every positive `w` different from `p`. The explicit frequency $p$ is `dielectricPeak E g`.

The main theorem, `exciton_energy_is_conductivity_peak`, assumes only `0 < E` and `0 < g`. It concludes that the real conductivity has its unique peak at `E`, that the imaginary dielectric function has its unique peak at `dielectricPeak E g`, and that the latter frequency is smaller than `E`. The peak height $1/g$, the bound on the red shift and the strong-damping bound are separate theorems under the same two hypotheses. The strong-damping bound is stated in squared form.

The conventions are these. The sign of $-igw$ belongs to fields that vary as $e^{-iwt}$, for which absorption makes $\operatorname{Im}\varepsilon$ positive. The vacuum permittivity is one, and so is the oscillator strength; a different positive strength would rescale both spectra and leave the peak positions alone. The constant $g$ is a damping rate that models the broadening of the line, due for instance to scattering by phonons, and is taken to be independent of frequency.

```lean
import Mathlib

namespace ExcitonPeakPosition

noncomputable section

/-- Dielectric function of one exciton line with energy `E`, damping `g` and unit oscillator
strength, at frequency `w`; its domain is `E ^ 2 ≠ w ^ 2` or `g * w ≠ 0`. -/
def dielectric (E g w : ℝ) : ℂ :=
  1 + 1 / ((E : ℂ) ^ 2 - (w : ℂ) ^ 2 - Complex.I * g * w)

/-- Optical conductivity `-i w (ε - 1)` belonging to the dielectric function, in units where the
vacuum permittivity is one; its domain is that of `dielectric`. -/
def conductivity (E g w : ℝ) : ℂ :=
  -Complex.I * w * (dielectric E g w - 1)

/-- The spectrum `f` on positive frequencies has its unique maximum at `p`. -/
def IsUniquePeak (f : ℝ → ℝ) (p : ℝ) : Prop :=
  0 < p ∧ ∀ w, 0 < w → w ≠ p → f w < f p

/-- An explicit frequency built from the exciton energy `E` and the damping `g`, the candidate
for the maximum of the imaginary dielectric function. -/
def dielectricPeak (E g : ℝ) : ℝ :=
  √((2 * E ^ 2 - g ^ 2 + √((2 * E ^ 2 - g ^ 2) ^ 2 + 12 * E ^ 4)) / 6)

/-- The imaginary part of the dielectric function is the damped Lorentz profile. -/
theorem dielectric_im (E g w : ℝ) :
    (dielectric E g w).im = g * w / ((E ^ 2 - w ^ 2) ^ 2 + g ^ 2 * w ^ 2) := by
  have h : (E : ℂ) ^ 2 - (w : ℂ) ^ 2 - Complex.I * g * w
      = ⟨E ^ 2 - w ^ 2, -(g * w)⟩ := by
    apply Complex.ext <;> simp [pow_two]
  rw [dielectric, h]
  simp only [Complex.add_im, Complex.one_im, one_div, Complex.inv_im, Complex.normSq_mk,
    zero_add, neg_neg]
  congr 1
  ring

/-- The real part of the conductivity is the frequency times the imaginary part of the
dielectric function. -/
theorem conductivity_re (E g w : ℝ) :
    (conductivity E g w).re = w * (dielectric E g w).im := by
  simp [conductivity]

/-- For positive exciton energy and damping, the real conductivity at the exciton energy equals
the inverse damping. -/
theorem conductivity_at_exciton {E g : ℝ} (hE : 0 < E) (hg : 0 < g) :
    (conductivity E g E).re = 1 / g := by
  have hE' := hE.ne'
  have hg' := hg.ne'
  have h : (E ^ 2 - E ^ 2) ^ 2 + g ^ 2 * E ^ 2 = g ^ 2 * E ^ 2 := by ring
  rw [conductivity_re, dielectric_im, h]
  field_simp

/-- For positive exciton energy and damping, the frequency `dielectricPeak` is positive and
satisfies the stationarity equation of the Lorentz profile. -/
theorem dielectricPeak_stationary {E g : ℝ} (hE : 0 < E) (hg : 0 < g) :
    0 < dielectricPeak E g ∧
      3 * dielectricPeak E g ^ 4 + (g ^ 2 - 2 * E ^ 2) * dielectricPeak E g ^ 2 = E ^ 4 := by
  have hE4 : 0 < E ^ 4 := pow_pos hE 4
  have hg2 : 0 < g ^ 2 := pow_pos hg 2
  obtain ⟨b, hb⟩ : ∃ b, b = 2 * E ^ 2 - g ^ 2 := ⟨_, rfl⟩
  obtain ⟨s, hs⟩ : ∃ s, s = √(b ^ 2 + 12 * E ^ 4) := ⟨_, rfl⟩
  have hs0 : 0 ≤ s := hs ▸ Real.sqrt_nonneg _
  have hs2 : s ^ 2 = b ^ 2 + 12 * E ^ 4 := by
    rw [hs]
    exact Real.sq_sqrt (by positivity)
  -- the larger root of the quadratic equation for the squared frequency is positive
  have hpos : 0 < b + s := by
    by_contra hneg
    have h1 : 0 ≤ -b - s := by linarith
    have h2 : 0 ≤ -b + s := by linarith
    nlinarith [mul_nonneg h1 h2]
  have hp : dielectricPeak E g = √((b + s) / 6) := by
    rw [dielectricPeak, hs, hb]
  have hp2 : dielectricPeak E g ^ 2 = (b + s) / 6 := by
    rw [hp]
    exact Real.sq_sqrt (by positivity)
  refine ⟨by rw [hp]; exact Real.sqrt_pos.2 (by positivity), ?_⟩
  have h4 : dielectricPeak E g ^ 4 = ((b + s) / 6) ^ 2 := by
    rw [← hp2]
    ring
  have hb' : g ^ 2 - 2 * E ^ 2 = -b := by linarith
  rw [h4, hp2, hb']
  linear_combination hs2 / 12

/-- For positive exciton energy and damping, the frequency `dielectricPeak E g` lies below the
exciton energy `E`, by less than `g ^ 2 / (4 * E)`. -/
theorem dielectricPeak_redshift {E g : ℝ} (hE : 0 < E) (hg : 0 < g) :
    dielectricPeak E g < E ∧ E - dielectricPeak E g < g ^ 2 / (4 * E) := by
  obtain ⟨hp, heq⟩ := dielectricPeak_stationary hE hg
  generalize dielectricPeak E g = p at hp heq ⊢
  have hfac : (E ^ 2 - p ^ 2) * (3 * p ^ 2 + E ^ 2) = g ^ 2 * p ^ 2 := by
    linear_combination -heq
  have hq : 0 < 3 * p ^ 2 + E ^ 2 := by positivity
  have hgp : 0 < g ^ 2 * p ^ 2 := by positivity
  have hx : 0 < E ^ 2 - p ^ 2 := by
    by_contra h
    have h' : 0 ≤ -(E ^ 2 - p ^ 2) := by linarith
    nlinarith [mul_nonneg h' hq.le]
  have hlt : p < E := by
    by_contra h
    nlinarith [not_lt.1 h]
  refine ⟨hlt, ?_⟩
  -- the shift of the squared frequency is below a quarter of the squared damping
  have hsq : 4 * (E ^ 2 - p ^ 2) < g ^ 2 := by
    by_contra h
    have h' : 0 ≤ 4 * (E ^ 2 - p ^ 2) - g ^ 2 := by linarith
    nlinarith [mul_nonneg h' hq.le, mul_pos (pow_pos hg 2) hx]
  rw [lt_div_iff₀ (by positivity)]
  nlinarith [mul_pos (sub_pos.2 hlt) hp]

/-- For positive exciton energy and damping, the product of the squared damping and the square of
`dielectricPeak E g` is at most `4 * E ^ 4 / 3`. -/
theorem dielectricPeak_strong_damping {E g : ℝ} (hE : 0 < E) (hg : 0 < g) :
    g ^ 2 * dielectricPeak E g ^ 2 ≤ 4 * E ^ 4 / 3 := by
  obtain ⟨-, heq⟩ := dielectricPeak_stationary hE hg
  nlinarith [sq_nonneg (E ^ 2 - 3 * dielectricPeak E g ^ 2)]

/-- For every positive exciton energy `E` and damping `g`, the real conductivity has its unique
maximum at `E`, while the imaginary dielectric function has its unique maximum at
`dielectricPeak E g`, strictly below `E`. -/
theorem exciton_energy_is_conductivity_peak {E g : ℝ} (hE : 0 < E) (hg : 0 < g) :
    IsUniquePeak (fun w => (conductivity E g w).re) E ∧
      IsUniquePeak (fun w => (dielectric E g w).im) (dielectricPeak E g) ∧
      dielectricPeak E g < E := by
  have hD : ∀ w, 0 < w → 0 < (E ^ 2 - w ^ 2) ^ 2 + g ^ 2 * w ^ 2 := by
    intro w hw
    positivity
  refine ⟨⟨hE, fun w hw hne => ?_⟩, ?_, (dielectricPeak_redshift hE hg).1⟩
  · -- off resonance the detuning term keeps the conductivity below `1 / g`
    change (conductivity E g w).re < (conductivity E g E).re
    rw [conductivity_at_exciton hE hg, conductivity_re, dielectric_im, ← mul_div_assoc,
      div_lt_div_iff₀ (hD w hw) hg]
    have hdet : E ^ 2 - w ^ 2 ≠ 0 := by
      have h : E ^ 2 - w ^ 2 = (E - w) * (E + w) := by ring
      rw [h]
      exact mul_ne_zero (sub_ne_zero.2 hne.symm) (by positivity)
    have hpos : 0 < (E ^ 2 - w ^ 2) ^ 2 := by positivity
    linarith
  · obtain ⟨hp, heq⟩ := dielectricPeak_stationary hE hg
    generalize dielectricPeak E g = p at hp heq ⊢
    refine ⟨hp, fun w hw hne => ?_⟩
    change (dielectric E g w).im < (dielectric E g p).im
    rw [dielectric_im, dielectric_im, div_lt_div_iff₀ (hD w hw) (hD p hp)]
    have hc : 0 < g ^ 2 - 2 * E ^ 2 + 3 * p ^ 2 := by
      by_contra h
      have h' : 0 ≤ -(g ^ 2 - 2 * E ^ 2 + 3 * p ^ 2) := by linarith
      nlinarith [mul_nonneg (sq_nonneg p) h', pow_pos hE 4]
    have hsq : 0 < (w - p) ^ 2 := pow_pos_of_ne hne
    -- stationarity turns the difference into a square times a positive factor
    have hkey : 0 < g * p * (w - p) ^ 2 *
        (g ^ 2 - 2 * E ^ 2 + 3 * p ^ 2 + (w ^ 2 + 2 * w * p)) := by positivity
    have hdiff : g * p * ((E ^ 2 - w ^ 2) ^ 2 + g ^ 2 * w ^ 2)
        - g * w * ((E ^ 2 - p ^ 2) ^ 2 + g ^ 2 * p ^ 2)
        = g * p * (w - p) ^ 2 *
          (g ^ 2 - 2 * E ^ 2 + 3 * p ^ 2 + (w ^ 2 + 2 * w * p)) := by
      linear_combination g * (w - p) * heq
    linarith
where
  pow_pos_of_ne {w p : ℝ} (h : w ≠ p) : 0 < (w - p) ^ 2 :=
    sq_pos_of_ne_zero (sub_ne_zero.2 h)

end

end ExcitonPeakPosition
```

```lean
#print axioms ExcitonPeakPosition.dielectricPeak_strong_damping
#print axioms ExcitonPeakPosition.exciton_energy_is_conductivity_peak
```

```
'ExcitonPeakPosition.dielectricPeak_strong_damping' depends on axioms: [propext, Classical.choice, Quot.sound]
'ExcitonPeakPosition.exciton_energy_is_conductivity_peak' depends on axioms: [propext, Classical.choice, Quot.sound]
```

**From the algebra to the proof.** `dielectric_im` writes the complex denominator as the pair with real part `E ^ 2 - w ^ 2` and imaginary part `-(g * w)`, and then applies the formula for the imaginary part of an inverse. `conductivity_re` supplies the factor $w$, and `conductivity_at_exciton` evaluates the result at $w=E$.

`dielectricPeak_stationary` checks that the explicit $p$ is positive and solves its equation. There `b` is $2E^2-g^2$ and `s` is the inner square root. If $b+s$ were not positive, then $-b-s$ and $-b+s$ would both be nonnegative, and so would their product $b^2-s^2$. But that product equals $-12E^4$. Once $p^2=(b+s)/6$ is known, the equation for $p$ follows from the defining relation for $s^2$ by the `linear_combination` step. No derivative occurs in the file: the condition $L'(p)=0$ is how one finds the equation, and the proof uses only the equation itself.

`dielectricPeak_redshift` establishes the factorised equation as `hfac`. It reads off the sign of $E^2-p^2$ in `hx`, the inequality $p<E$ in `hlt`, and the bound $4(E^2-p^2)<g^2$ in `hsq`. The last step passes from squared frequencies to frequencies using $p(E-p)>0$. In `dielectricPeak_strong_damping`, the hint given to `nlinarith` is the square $(E^2-3p^2)^2$ from the derivation above.

In the main theorem, both comparisons begin with `div_lt_div_iff₀`, which is the cross-multiplication; `hD` provides the positive denominators. For the conductivity, `hdet` says that the detuning $E^2-w^2$ is nonzero, and `hpos` that its square is positive. For the dielectric function, `hc` is $c+3p^2>0$, `hdiff` is the identity with the factor $(w-p)^2$, and `hkey` says that its right-hand side is positive. `linarith` then combines the last two.

**What this means for your comparison.** For one isolated line of this Lorentz form, with the Bethe-Salpeter energy as the parameter $E$, compare the maximum of $\operatorname{Re}\sigma$ with the Bethe-Salpeter energy; if you only have the curve of $\operatorname{Im}\varepsilon$, multiply it by $w$ to obtain $\operatorname{Re}\sigma$. Read off directly, the maximum of $\operatorname{Im}\varepsilon$ is too low by less than $g^2/(4E)$. The theorems say nothing about overlapping excitons, a continuum background or a frequency-dependent damping, any of which can move the maxima.

Check also how your code broadens the line. If it replaces $w$ by $w+i\eta$ in $1/(E^2-w^2)$, with $\eta>0$, the denominator becomes $E^2+\eta^2-w^2-2i\eta w$. This is the same model with $g=2\eta$ and with $E^2+\eta^2$ in the place of $E^2$, so the conductivity $-iw(\varepsilon-1)$ built from it peaks at $\sqrt{E^2+\eta^2}$, above the Bethe-Salpeter energy $E$. The formula for $p$ now puts the maximum of $\operatorname{Im}\varepsilon$ at $p^2=\tfrac13\left(E^2-\eta^2+2\sqrt{E^4+E^2\eta^2+\eta^4}\right)$, which lies strictly between $E^2$ and $E^2+\eta^2$. With this broadening the advice is therefore reversed: the dielectric peak is the closer of the two to $E$, though neither agrees exactly.
